# Exponential decay of $f(H)$ with graph distance when $H$ is local and the Chebyshev coefficients of $f$ decay geometrically

## Discarding distant density-matrix elements

Some linear-scaling electronic-structure methods store density-matrix elements only between sites within a chosen cutoff and set the others to zero. For independent electrons in equilibrium at a nonzero temperature and a given chemical potential, with a fixed, finite one-particle Hamiltonian $H$ in an orthonormal basis, the density matrix is $f(H)$, with $f$ the Fermi function. The bound below limits the size of each discarded element, provided that the Chebyshev coefficients of $f$ decay geometrically.

Let $H$ be Hermitian with eigenvalues in $[-1,1]$, usually after a shift and rescaling of the energy. Its off-diagonal entries are nonzero only on the edges of a graph $G$, whose vertices are the basis functions, called sites here. On $[-1,1]$ let

$$f(x)=\sum_{k\ge 0}c_kT_k(x),\qquad |c_k|\le 2M\chi^{-k},\qquad \chi>1,$$

where $T_0=1$, $T_1=x$ and $T_{k+2}=2xT_{k+1}-T_k$. If every walk in $G$ from $i$ to $j$ has at least $d$ steps, then

$$|f(H)_{ij}|\le\frac{2M\chi^{-d}}{1-1/\chi}.$$

The bound on $c_k$ holds, for instance, if $f$ is analytic with $|f|\le M$ inside the ellipse with foci $\pm1$ whose semi-axes add up to $\chi$. The constant $\chi$ thus measures how smooth $f$ is on the scale of the spectrum. For a Fermi function, the admissible $\chi$ approaches 1 as the temperature falls relative to the spectral width, if the chemical potential lies inside the spectral interval. This bound then becomes weak even when the chemical potential lies in a gap, although the density matrix of a local Hamiltonian whose gap stays open as the system grows still decays exponentially at zero temperature. The matrix size does not appear, so the bound is uniform over a family of growing systems that share $M$, $\chi$ and the energy scaling.

## From the spectrum to a single matrix entry

Write $H=U\Lambda U^\dagger$, with eigenvalues $\lambda_a$ and orthonormal eigenvectors in the columns of the unitary matrix $U$. Then

$$f(H)_{ij}=\sum_a U_{ia}f(\lambda_a)U_{ja}^*.$$

If $|f(\lambda_a)|\le B$ for all $a$, the inequality $|U_{ia}||U_{ja}|\le\tfrac12(|U_{ia}|^2+|U_{ja}|^2)$ and the normalised rows of $U$ give

$$|f(H)_{ij}|\le \frac B2\sum_a\left(|U_{ia}|^2+|U_{ja}|^2\right)=B.$$

For a polynomial $p$, $HU=U\Lambda$ implies $p(H)U=Up(\Lambda)$, so $p(H)=Up(\Lambda)U^\dagger$ and the spectral definition agrees with substitution.

## One hop per Chebyshev order

If every walk from $i$ to $j$ has more than $k$ steps, then $T_k(H)_{ij}=0$. For $k=0$ the sites differ and $T_0(H)$ is the identity. For $k=1$ they are also not adjacent, so $H_{ij}=0$. For order $k+2$, use

$$T_{k+2}(H)_{ij}=2\sum_l H_{il}T_{k+1}(H)_{lj}-T_k(H)_{ij},$$

now assuming that all walks from $i$ to $j$ have more than $k+2$ steps. The last term vanishes by induction, and so does the term $l=i$. If $l$ is adjacent to $i$, every walk from $l$ to $j$ has more than $k+1$ steps, since prepending the edge from $i$ to $l$ adds one; hence $T_{k+1}(H)_{lj}=0$. For every other $l$, $H_{il}=0$.

## The tail of the series

With $x=\cos\theta$, $T_k(x)=\cos k\theta$, so $|T_k(x)|\le1$ on $[-1,1]$. The remainder $r_d(x)=f(x)-\sum_{k<d}c_kT_k(x)$ therefore satisfies

$$|r_d(x)|\le\sum_{k\ge0}2M\chi^{-(d+k)}=\frac{2M\chi^{-d}}{1-1/\chi}.$$

The matrix $f(H)-\sum_{k<d}c_kT_k(H)$ equals $r_d(H)$, so each of its entries obeys the same bound. When all walks from $i$ to $j$ have at least $d$ steps, every term with $k<d$ has zero $ij$ entry, and what remains is $f(H)_{ij}$ itself.

For a matrix of bandwidth $m$, meaning that $H_{ij}=0$ whenever $|i-j|>m$, join distinct indices with $|i-j|\le m$. A walk of $\ell$ steps covers at most $m\ell$, so $|i-j|>md$ forces $\ell\ge d+1$, and the bound holds with $d+1$ in place of $d$.

## The hypotheses in Lean

The finite type `n` labels the sites or orthonormal basis functions. `IsLocalOn G H` restricts only off-diagonal entries, leaving on-site energies free. `matFun hH f` is $U\,\mathrm{diag}(f(\lambda))\,U^\dagger$, where `hH` states that $H$ is Hermitian; $f$ and its coefficients may be complex.

In `matFun_decay`, `hspec` places the eigenvalues in $[-1,1]$, `hc` bounds the coefficients, and `hf` says through `HasSum` that the series converges to $f(x)$ at every point of the interval. The hypothesis `hd` quantifies over all walks. If there are none, as between disconnected fragments, it holds for every $d$. At $d=0$ it is always true, and the theorem bounds every entry, including the diagonal.

The coefficient bound is assumed, not derived from analyticity of $f$. A nonorthogonal basis, self-consistent changes of $H$, and the accumulated effect of many discarded entries on the energy are not treated.

```lean
import Mathlib

open Matrix
open Polynomial (aeval)
open Polynomial.Chebyshev (T)
open scoped Polynomial

namespace ChebyshevDecay

noncomputable section

variable {n : Type*} [Fintype n] [DecidableEq n] {H : Matrix n n ℂ}

/-- The off-diagonal entries of `H` are supported on the edges of the graph `G`. -/
def IsLocalOn (G : SimpleGraph n) (H : Matrix n n ℂ) : Prop :=
  ∀ i j, i ≠ j → ¬ G.Adj i j → H i j = 0

/-- The matrix function `f(H) = U diag(f(λ)) U†` of a Hermitian matrix, built from its
eigenvectors and eigenvalues. -/
def matFun (hH : H.IsHermitian) (f : ℝ → ℂ) : Matrix n n ℂ :=
  (hH.eigenvectorUnitary : Matrix n n ℂ) * diagonal (fun a => f (hH.eigenvalues a)) *
    star (hH.eigenvectorUnitary : Matrix n n ℂ)

/-- An entry of `f(H)` is a sum over eigenstates, weighted by their amplitudes on the two sites. -/
theorem matFun_apply (hH : H.IsHermitian) (f : ℝ → ℂ) (i j : n) :
    matFun hH f i j = ∑ a, (hH.eigenvectorUnitary : Matrix n n ℂ) i a *
      f (hH.eigenvalues a) * star ((hH.eigenvectorUnitary : Matrix n n ℂ) j a) := by
  rw [matFun, Matrix.mul_apply]
  simp only [Matrix.mul_diagonal, Matrix.star_apply]

/-- For a real polynomial, the spectral definition of `p(H)` agrees with substituting `H`
into the polynomial. -/
theorem matFun_eval (hH : H.IsHermitian) (p : ℝ[X]) :
    matFun hH (fun x => ((p.eval x : ℝ) : ℂ)) = aeval H p := by
  have hU := Matrix.mem_unitaryGroup_iff.mp hH.eigenvectorUnitary.2
  have hU' := Matrix.mem_unitaryGroup_iff'.mp hH.eigenvectorUnitary.2
  have hs := hH.spectral_theorem
  rw [Unitary.conjStarAlgAut_apply] at hs
  unfold matFun
  set U : Matrix n n ℂ := (hH.eigenvectorUnitary : Matrix n n ℂ) with hUdef
  -- the eigenvalue equation, for all eigenvectors at once
  have hHU : H * U = U * diagonal (fun a => ((hH.eigenvalues a : ℝ) : ℂ)) := by
    have h1 : H = U * diagonal (fun a => ((hH.eigenvalues a : ℝ) : ℂ)) * star U := hs
    calc H * U = U * diagonal (fun a => ((hH.eigenvalues a : ℝ) : ℂ)) * star U * U :=
          congrArg (fun A => A * U) h1
      _ = _ := by rw [mul_assoc, hU', mul_one]
  -- every polynomial in `H` acts on the eigenvectors by its value at the eigenvalue
  have key : aeval H p * U =
      U * diagonal (fun a => ((p.eval (hH.eigenvalues a) : ℝ) : ℂ)) := by
    induction p using Polynomial.induction_on with
    | C a =>
      ext i j
      simp [Algebra.algebraMap_eq_smul_one, Matrix.mul_diagonal, mul_comm]
    | add p q hp hq =>
      rw [map_add, add_mul, hp, hq, ← mul_add, Matrix.diagonal_add]
      simp only [Polynomial.eval_add, Complex.ofReal_add]
    | monomial k a ih =>
      rw [pow_succ, ← mul_assoc, map_mul, Polynomial.aeval_X, mul_assoc, hHU,
        ← mul_assoc, ih, mul_assoc, Matrix.diagonal_mul_diagonal]
      simp only [Polynomial.eval_mul, Polynomial.eval_X, Complex.ofReal_mul]
  rw [← key, mul_assoc, hU, mul_one]

/-- If `|f|` is at most `B` on the eigenvalues of `H`, every entry of `f(H)` is at most `B`
in modulus. -/
theorem norm_matFun_apply_le (hH : H.IsHermitian) {f : ℝ → ℂ} {B : ℝ}
    (hf : ∀ a, ‖f (hH.eigenvalues a)‖ ≤ B) (i j : n) : ‖matFun hH f i j‖ ≤ B := by
  have hU := Matrix.mem_unitaryGroup_iff.mp hH.eigenvectorUnitary.2
  rw [matFun_apply]
  set U : Matrix n n ℂ := (hH.eigenvectorUnitary : Matrix n n ℂ) with hUdef
  have hz : ∀ z : ℂ, z * star z = ((‖z‖ ^ 2 : ℝ) : ℂ) := fun z => by
    rw [← Complex.normSq_eq_norm_sq]
    exact Complex.mul_conj z
  -- the rows of the eigenvector matrix are normalised
  have row : ∀ l, ∑ a, ‖U l a‖ ^ 2 = 1 := fun l => by
    have h := congrFun (congrFun hU l) l
    rw [Matrix.mul_apply, Matrix.one_apply_eq] at h
    simp only [Matrix.star_apply, hz] at h
    exact_mod_cast h
  calc ‖∑ a, U i a * f (hH.eigenvalues a) * star (U j a)‖
      ≤ ∑ a, B * ((‖U i a‖ ^ 2 + ‖U j a‖ ^ 2) / 2) := by
        refine norm_sum_le_of_le _ fun a _ => ?_
        rw [norm_mul, norm_mul, norm_star]
        have h1 : ‖U i a‖ * ‖U j a‖ ≤ (‖U i a‖ ^ 2 + ‖U j a‖ ^ 2) / 2 := by
          nlinarith [sq_nonneg (‖U i a‖ - ‖U j a‖)]
        have h2 := mul_le_mul (hf a) h1 (by positivity) ((norm_nonneg _).trans (hf a))
        linarith
    _ = B := by
        rw [← Finset.mul_sum, ← Finset.sum_div, Finset.sum_add_distrib, row, row]
        ring

/-- For a local `H`, the entry of `T_k(H)` between two sites vanishes when every walk joining
them has more than `k` steps. -/
theorem chebyshev_apply_eq_zero {G : SimpleGraph n} (hloc : IsLocalOn G H) (j : n) :
    ∀ (k : ℕ) (i : n), (∀ w : G.Walk i j, k < w.length) → aeval H (T ℝ (k : ℤ)) i j = 0
  | 0, i, h => by
    have hij : i ≠ j := by
      rintro rfl
      simpa using h SimpleGraph.Walk.nil
    simp [Matrix.one_apply_ne hij]
  | 1, i, h => by
    have hij : i ≠ j := by
      rintro rfl
      simpa using h SimpleGraph.Walk.nil
    have hadj : ¬ G.Adj i j := fun e => by
      simpa using h (SimpleGraph.Walk.cons e SimpleGraph.Walk.nil)
    simpa using hloc i j hij hadj
  | k + 2, i, h => by
    have e : aeval H (T ℝ ((k + 2 : ℕ) : ℤ)) = H * aeval H (T ℝ ((k + 1 : ℕ) : ℤ)) +
        H * aeval H (T ℝ ((k + 1 : ℕ) : ℤ)) - aeval H (T ℝ (k : ℤ)) := by
      push_cast
      rw [Polynomial.Chebyshev.T_add_two, map_sub, map_mul, map_mul, Polynomial.aeval_X,
        map_ofNat, two_mul, add_mul]
    -- one multiplication by `H` adds at most one hop
    have hop : (H * aeval H (T ℝ ((k + 1 : ℕ) : ℤ))) i j = 0 := by
      rw [Matrix.mul_apply]
      refine Finset.sum_eq_zero fun l _ => ?_
      by_cases hil : i = l
      · subst hil
        rw [chebyshev_apply_eq_zero hloc j (k + 1) i fun w => by have := h w; omega, mul_zero]
      by_cases hadj : G.Adj i l
      · rw [chebyshev_apply_eq_zero hloc j (k + 1) l fun w => by
          have := h (SimpleGraph.Walk.cons hadj w)
          rw [SimpleGraph.Walk.length_cons] at this
          omega, mul_zero]
      · rw [hloc i l hil hadj, zero_mul]
    rw [e, Matrix.sub_apply, Matrix.add_apply, hop,
      chebyshev_apply_eq_zero hloc j k i fun w => by have := h w; omega]
    simp

/-- On `[-1,1]`, a Chebyshev series with coefficients bounded by `2M/χ^k`, where `χ > 1`, differs
from its first `d` terms by at most `2M χ^(-d)/(1 - 1/χ)`. -/
theorem chebyshev_tail_le {c : ℕ → ℂ} {M χ x : ℝ} {y : ℂ} (hχ : 1 < χ)
    (hc : ∀ k, ‖c k‖ ≤ 2 * M / χ ^ k) (hx : x ∈ Set.Icc (-1 : ℝ) 1)
    (hy : HasSum (fun k : ℕ => c k * (((T ℝ (k : ℤ)).eval x : ℝ) : ℂ)) y) (d : ℕ) :
    ‖y - ∑ k ∈ Finset.range d, c k * (((T ℝ (k : ℤ)).eval x : ℝ) : ℂ)‖ ≤
      2 * M / χ ^ d / (1 - 1 / χ) := by
  have h0 : 0 < χ := by linarith
  have hT : ∀ k : ℤ, |(T ℝ k).eval x| ≤ 1 := fun k => by
    rw [← Real.cos_arccos hx.1 hx.2, Polynomial.Chebyshev.T_real_cos]
    exact Real.abs_cos_le_one _
  have hgeo := (hasSum_geometric_of_lt_one (r := 1 / χ) (by positivity)
    ((div_lt_one h0).mpr hχ)).mul_left (2 * M / χ ^ d)
  rw [div_eq_mul_inv _ (1 - 1 / χ)]
  refine HasSum.norm_le_of_bounded ((hasSum_nat_add_iff' d).mpr hy) hgeo fun k => ?_
  rw [norm_mul, Complex.norm_real, Real.norm_eq_abs]
  calc ‖c (k + d)‖ * |(T ℝ ((k + d : ℕ) : ℤ)).eval x| ≤ ‖c (k + d)‖ :=
        mul_le_of_le_one_right (norm_nonneg _) (hT _)
    _ ≤ 2 * M / χ ^ (k + d) := hc _
    _ = 2 * M / χ ^ d * (1 / χ) ^ k := by
        rw [pow_add, div_pow, one_pow]
        field_simp

/-- Let `H` have its spectrum in `[-1,1]`, and let `f` have a Chebyshev series there with
coefficients bounded by `2M/χ^k`, where `χ > 1`. Truncating the Chebyshev expansion of `f(H)` after
`d` terms changes each matrix entry by at most `2M χ^(-d)/(1 - 1/χ)`. -/
theorem truncation_error (hH : H.IsHermitian)
    (hspec : ∀ a, hH.eigenvalues a ∈ Set.Icc (-1 : ℝ) 1) {f : ℝ → ℂ} {c : ℕ → ℂ} {M χ : ℝ}
    (hχ : 1 < χ) (hc : ∀ k, ‖c k‖ ≤ 2 * M / χ ^ k)
    (hf : ∀ x ∈ Set.Icc (-1 : ℝ) 1,
      HasSum (fun k : ℕ => c k * (((T ℝ (k : ℤ)).eval x : ℝ) : ℂ)) (f x)) (d : ℕ) (i j : n) :
    ‖(matFun hH f - ∑ k ∈ Finset.range d, c k • aeval H (T ℝ (k : ℤ))) i j‖ ≤
      2 * M / χ ^ d / (1 - 1 / χ) := by
  -- the error is itself a function of `H`, namely the scalar tail
  have e : (matFun hH f - ∑ k ∈ Finset.range d, c k • aeval H (T ℝ (k : ℤ))) i j =
      matFun hH (fun x => f x -
        ∑ k ∈ Finset.range d, c k * (((T ℝ (k : ℤ)).eval x : ℝ) : ℂ)) i j := by
    simp only [Matrix.sub_apply, Matrix.sum_apply, Matrix.smul_apply, smul_eq_mul,
      ← matFun_eval hH, matFun_apply, mul_sub, sub_mul, Finset.sum_sub_distrib,
      Finset.mul_sum, Finset.sum_mul]
    congr 1
    rw [Finset.sum_comm]
    refine Finset.sum_congr rfl fun a _ => Finset.sum_congr rfl fun k _ => ?_
    ring
  rw [e]
  exact norm_matFun_apply_le hH
    (fun a => chebyshev_tail_le hχ hc (hspec a) (hf _ (hspec a)) d) i j

/-- Exponential decay of matrix functions. Let `H` be local on `G` with spectrum in `[-1,1]`, and
let `f` have a Chebyshev series there with coefficients bounded by `2M/χ^k`, where `χ > 1`. If no
walk in `G` shorter than `d` joins `i` and `j`, then `|f(H)_ij| ≤ 2M χ^(-d)/(1 - 1/χ)`. -/
theorem matFun_decay {G : SimpleGraph n} (hloc : IsLocalOn G H) (hH : H.IsHermitian)
    (hspec : ∀ a, hH.eigenvalues a ∈ Set.Icc (-1 : ℝ) 1) {f : ℝ → ℂ} {c : ℕ → ℂ} {M χ : ℝ}
    (hχ : 1 < χ) (hc : ∀ k, ‖c k‖ ≤ 2 * M / χ ^ k)
    (hf : ∀ x ∈ Set.Icc (-1 : ℝ) 1,
      HasSum (fun k : ℕ => c k * (((T ℝ (k : ℤ)).eval x : ℝ) : ℂ)) (f x))
    {d : ℕ} {i j : n} (hd : ∀ w : G.Walk i j, d ≤ w.length) :
    ‖matFun hH f i j‖ ≤ 2 * M / χ ^ d / (1 - 1 / χ) := by
  -- the first `d` Chebyshev terms do not reach from `i` to `j`
  have hz : (∑ k ∈ Finset.range d, c k • aeval H (T ℝ (k : ℤ))) i j = 0 := by
    rw [Matrix.sum_apply]
    refine Finset.sum_eq_zero fun k hk => ?_
    rw [Matrix.smul_apply, chebyshev_apply_eq_zero hloc j k i
      fun w => (Finset.mem_range.mp hk).trans_le (hd w), smul_zero]
  have h := truncation_error hH hspec hχ hc hf d i j
  rwa [Matrix.sub_apply, hz, sub_zero] at h

/-- Let `H` have bandwidth `m` (`H_ij = 0` whenever `|i - j| > m`) and spectrum in `[-1,1]`, and let
`f` have a Chebyshev series there with coefficients bounded by `2M/χ^k`, where `χ > 1`. Then entries
of `f(H)` with `|i - j| > m d` are at most `2M χ^(-(d+1))/(1 - 1/χ)` in modulus. -/
theorem banded_decay {N m d : ℕ} {H : Matrix (Fin N) (Fin N) ℂ}
    (hband : ∀ i j : Fin N, (m : ℤ) < |(i : ℤ) - (j : ℤ)| → H i j = 0) (hH : H.IsHermitian)
    (hspec : ∀ a, hH.eigenvalues a ∈ Set.Icc (-1 : ℝ) 1) {f : ℝ → ℂ} {c : ℕ → ℂ} {M χ : ℝ}
    (hχ : 1 < χ) (hc : ∀ k, ‖c k‖ ≤ 2 * M / χ ^ k)
    (hf : ∀ x ∈ Set.Icc (-1 : ℝ) 1,
      HasSum (fun k : ℕ => c k * (((T ℝ (k : ℤ)).eval x : ℝ) : ℂ)) (f x))
    {i j : Fin N} (hij : (m : ℤ) * d < |(i : ℤ) - (j : ℤ)|) :
    ‖matFun hH f i j‖ ≤ 2 * M / χ ^ (d + 1) / (1 - 1 / χ) := by
  let G : SimpleGraph (Fin N) :=
    SimpleGraph.fromRel (fun a b : Fin N => |(a : ℤ) - (b : ℤ)| ≤ (m : ℤ))
  have hloc : IsLocalOn G H := fun a b hab hadj => hband a b <| by
    by_contra hle
    exact hadj ((SimpleGraph.fromRel_adj _ _ _).mpr ⟨hab, Or.inl (not_lt.mp hle)⟩)
  -- each step of a walk covers a distance of at most `m`
  have hwalk : ∀ (a b : Fin N) (w : G.Walk a b),
      |(a : ℤ) - (b : ℤ)| ≤ (m : ℤ) * (w.length : ℤ) := by
    intro a b w
    induction w with
    | nil => simp
    | @cons u v z h w ih =>
      have h1 : |(u : ℤ) - (v : ℤ)| ≤ (m : ℤ) := by
        rcases ((SimpleGraph.fromRel_adj _ _ _).mp h).2 with h | h
        · exact h
        · rw [abs_sub_comm]
          exact h
      have h2 := abs_sub_le (u : ℤ) (v : ℤ) (z : ℤ)
      rw [SimpleGraph.Walk.length_cons]
      push_cast
      linarith
  refine matFun_decay hloc hH hspec hχ hc hf fun w => ?_
  by_contra hlt
  have h1 : (w.length : ℤ) ≤ (d : ℤ) := by omega
  have h2 : (m : ℤ) * (w.length : ℤ) ≤ (m : ℤ) * (d : ℤ) :=
    mul_le_mul_of_nonneg_left h1 (by positivity)
  linarith [hwalk i j w]

end

end ChebyshevDecay
```

```lean
#print axioms ChebyshevDecay.matFun_decay
-- 'ChebyshevDecay.matFun_decay' depends on axioms: [propext, Classical.choice, Quot.sound]
#print axioms ChebyshevDecay.banded_decay
-- 'ChebyshevDecay.banded_decay' depends on axioms: [propext, Classical.choice, Quot.sound]
```

## How the lemmas fit together

`matFun_apply` writes out the sum over eigenstates. `matFun_eval` proves $p(H)U=Up(\Lambda)$ by induction on the polynomial, then multiplies by $U^\dagger$. `norm_matFun_apply_le` extracts the row normalisation from unitarity and obtains the product inequality from the square of $|U_{ia}|-|U_{ja}|$.

`chebyshev_apply_eq_zero` follows the recurrence, with separate cases for orders 0 and 1. The site $i$ varies in the recursion while $j$ stays fixed, because the induction hypothesis is needed at the neighbours of $i$. `SimpleGraph.Walk.cons` prepends the edge, and `omega` compares the lengths.

`chebyshev_tail_le` shifts the series by $d$ terms and compares it with the geometric series using `HasSum.norm_le_of_bounded`. `truncation_error` identifies the matrix error with $r_d(H)$ by exchanging the sums over eigenstates and orders, then applies the entry bound. `matFun_decay` removes the truncated sum, whose entry is zero.

`banded_decay` builds the graph with `SimpleGraph.fromRel`. Induction on the walk and the triangle inequality give the distance covered, after which `matFun_decay` applies at $d+1$.
